# A Wick recursion for vacuum expectation values with scalar exchange factors

Before a Wick theorem for mixed statistics can be stated, one must decide where the statistics lives. A Fock space builds the choice between bosons and fermions into the space itself, through the symmetric or antisymmetric tensors of which it is made. Here no space of states is fixed. The operators are elements of an associative algebra, the statistics is a table of scalars that enters two commutation relations, and the vacuum is a linear functional on the algebra. The result applies to any system whose operators obey those two relations and whose functional vanishes on products with a creation part at the far left or an annihilation part at the far right. Each of these conditions is a genuine restriction.

## Fields, exchange factors and the recursion

Let R be a commutative ring of scalars, in physics the complex numbers, and 𝒜 an algebra of operators over R. For each label i there is a creation part p_i and an annihilation part m_i in 𝒜, and the field is A_i = p_i + m_i. For scalars ε(i,j) and c(i,j), assume for all labels i and j

m_i p_j − ε(i,j) p_j m_i = c(i,j)·1

m_i m_j = ε(i,j) m_j m_i

The exchange factor ε(i,j) is +1 for a commutator and −1 for an anticommutator. It is essential to the argument below that c(i,j) is a number and not an operator. This holds for free fields at arbitrary times and for equal-time mode operators whatever the Hamiltonian; in the latter case the restriction to a non-interacting reference state comes from the vacuum conditions that follow. Let ω be a linear map from 𝒜 to R with ω(p_i x) = 0 and ω(x m_i) = 0 for all i and all x in 𝒜. The model is ω(x) = ⟨0|x|0⟩ with ⟨0|p_i = 0 and m_i|0⟩ = 0.

For a list L = (L_0, …, L_(n−1)) of labels, with repetitions allowed and positions counted from 0, let A_L be the ordered product of the fields, equal to 1 for the empty list. Let L∖j be L with position j removed, and let E_j = Π_(l<j) ε(i,L_l) for a fixed label i, so that E_0 = 1. The claim is

ω(A_i A_L) = Σ_(j=0…n−1) E_j c(i,L_j) ω(A_(L∖j))

The result expands in the contractions of the leftmost field. Repeated use reduces the expectation of every even word to a sum of products of contractions and exchange factors, times ω(1), and the fully contracted form is proved below for four fields. Products are taken in the order written, with no time ordering. In electronic structure, with p_i and m_i the quasiparticle parts relative to a single determinant, the recursion evaluates operator strings in that non-interacting reference state, and it allows free bosonic modes in the same string.

## Moving the annihilation part to the right

For a single field A_a, the two relations give

m_i A_a = m_i p_a + m_i m_a = c(i,a)·1 + ε(i,a) p_a m_i + ε(i,a) m_a m_i = c(i,a)·1 + ε(i,a) A_a m_i

For a whole word of length n the operator identity is

m_i A_L = Σ_(j=0…n−1) E_j c(i,L_j) A_(L∖j) + E_n A_L m_i

For n = 0 it reads m_i = m_i. Suppose it holds for a list L′ of length n−1 with factors E′_j, and let L be L′ with a label a put in front. The single-field rule and then the identity for L′ give

m_i A_a A_(L′) = c(i,a) A_(L′) + ε(i,a) A_a m_i A_(L′)

= c(i,a) A_(L′) + Σ_j ε(i,a) E′_j c(i,L′_j) A_a A_(L′∖j) + ε(i,a) E′_(n−1) A_a A_(L′) m_i

The first term is the term of position 0 in L. Position j of L′ is position j+1 of L, with ε(i,a) E′_j = E_(j+1) and A_a A_(L′∖j) = A_(L∖(j+1)), and the last term is E_n A_L m_i. This completes the induction. Now write ω(A_i A_L) = ω(p_i A_L) + ω(m_i A_L). The first term vanishes because p_i stands at the far left, the term E_n ω(A_L m_i) vanishes because m_i stands at the far right, and the sum that remains is the claim.

For the empty list the recursion gives ω(A_i) = 0, and since every step removes two fields, all odd words have expectation zero. With ω(1) = 1, a list of one label gives ω(A_a A_b) = c(a,b), so the contraction is the two-point function. For four labels i, j, k, l, the field A_i contracts with A_j directly, with A_k after passing A_j, and with A_l after passing A_j and A_k:

ω(A_i A_j A_k A_l) = c(i,j) c(k,l) + ε(i,j) c(i,k) c(j,l) + ε(i,j) ε(i,k) c(i,l) c(j,k)

## Numbers for two qubits

Take qubits 0 and 1, let m_i lower qubit i and p_i raise it, and let ω be the expectation in the normalised state |00⟩. On one qubit m_i p_i + p_i m_i = 1 and m_i² = 0, while operators of different qubits commute. Hence ε(i,i) = −1, ε(0,1) = ε(1,0) = +1, c(i,i) = 1 and c(0,1) = c(1,0) = 0. The field A_i is the Pauli matrix X_i on qubit i. The four-point formula gives

ω(A_0 A_0 A_0 A_0) = 1·1 + (−1)·1·1 + (−1)(−1)·1·1 = 1

ω(A_0 A_1 A_0 A_1) = 0 + (+1)·1·1 + 0 = 1

Both agree with direct multiplication, since X_0⁴ = 1 and X_0 X_1 X_0 X_1 = 1. For a bosonic mode, with ε(0,0) = +1, the first value would be 1 + 1 + 1 = 3, and for two fermionic modes, with ε(0,1) = −1, the second would be −1. These substitutions, like the side remarks on special cases further on, are ordinary arithmetic and not statements of the Lean file.

## Operators, words and the vacuum in Lean

```lean
import Mathlib

open Matrix

namespace GradedWick

variable {R 𝒜 ι : Type*} [CommRing R] [Ring 𝒜] [Algebra R 𝒜]
```

The scalars `R` form a commutative ring, `𝒜` is a ring that need not be commutative, and `ι` is an arbitrary type of labels, finite or not. The dimension of `𝒜` is unrestricted, which matters for bosons: over the complex numbers the trace rules out mp − pm = 1 for matrices of finite nonzero size. There is no topology and no adjoint, so p_i need not be the adjoint of m_i, and unbounded operators are covered only as algebraic objects on a common invariant domain.

```lean
/-- The field operator `A_i = p_i + m_i`, creation part plus annihilation part. -/
def fieldOp (p m : ι → 𝒜) (i : ι) : 𝒜 := p i + m i

/-- The ordered product `A_L` of field operators along the list of labels `L`. -/
def word (p m : ι → 𝒜) (L : List ι) : 𝒜 := (L.map (fieldOp p m)).prod

/-- The product of the exchange factors `ε(i,a)` over the labels `a` of the list `M`. -/
def passFactor (ε : ι → ι → R) (i : ι) (M : List ι) : R := (M.map (ε i)).prod
```

`fieldOp p m i` is A_i and `word p m L` is A_L, multiplied from left to right along the list. The factor E_j is `passFactor ε i (L.take j)`, because `L.take j` consists of L_0, …, L_(j−1). The label L_j is `L.get j` and L∖j is `L.eraseIdx j`.

```lean
/-- The graded commutation relations `m_i p_j - ε_ij p_j m_i = c_ij 1` and
`m_i m_j = ε_ij m_j m_i`, with scalars `ε_ij` and `c_ij`. -/
structure GradedRelations (ε c : ι → ι → R) (p m : ι → 𝒜) : Prop where
  mp : ∀ i j, m i * p j - ε i j • (p j * m i) = c i j • (1 : 𝒜)
  mm : ∀ i j, m i * m j = ε i j • (m j * m i)

/-- A vacuum functional vanishes on products with a creation part at the far left or an
annihilation part at the far right. -/
structure IsVacuum (ω : 𝒜 →ₗ[R] R) (p m : ι → 𝒜) : Prop where
  left : ∀ i x, ω (p i * x) = 0
  right : ∀ i x, ω (x * m i) = 0
```

The fields `mp` and `mm` are the two relations, and `left` and `right` are the two vacuum conditions. All four are assumed, not derived from a Hamiltonian. Nothing is required of products p_i p_j, since only m_i is ever moved. The functional `ω` is linear, with neither positivity nor normalisation.

## The constraint on the exchange factors and the operator identity

The factors ε are arbitrary as inputs, but applying `mm` twice gives m_i m_j = ε(i,j) ε(j,i) m_i m_j, which the proof of `exchange_consistency` does with `h.mm j i` and `h.mm i j`.

```lean
variable {ε c : ι → ι → R} {p m : ι → 𝒜} {ω : 𝒜 →ₗ[R] R}

/-- The relations constrain the exchange factors: `(1 - ε_ij ε_ji) m_i m_j = 0`. -/
theorem exchange_consistency (h : GradedRelations ε c p m) (i j : ι) :
    (1 - ε i j * ε j i) • (m i * m j) = 0 := by
  rw [sub_smul, one_smul, mul_smul, ← h.mm j i, ← h.mm i j, sub_self]
```

Over a field this means ε(i,j) ε(j,i) = 1 whenever m_i m_j ≠ 0. The diagonal case of `mm` likewise leaves only ε(i,i) = 1 or m_i² = 0, so a deformed oscillator mp − q pm = 1 with q ≠ 1 and m² ≠ 0 does not satisfy the hypotheses. The relation `mp` restricts the factors further. If c(i,j) = δ_ij, moving m_i from left to right through m_j p_j − ε(j,j) p_j m_j = 1 gives m_i = ε(i,j)² m_i, and since m_i ≠ 0 every exchange factor is then +1 or −1. Other phases can occur when a field contracts with a different label, as a complex field does with its adjoint.

```lean
/-- Moving `m_i` past one field: `m_i A_j = c_ij 1 + ε_ij A_j m_i`. -/
theorem annihilator_mul_field (h : GradedRelations ε c p m) (i j : ι) :
    m i * fieldOp p m j = c i j • (1 : 𝒜) + ε i j • (fieldOp p m j * m i) := by
  have h1 := sub_eq_iff_eq_add.mp (h.mp i j)
  unfold fieldOp
  rw [mul_add, add_mul, smul_add, h1, h.mm i j, add_assoc]
```

This is the single-field rule: `h1` solves `mp` for m_i p_j, and `h.mm i j` exchanges the two annihilation parts.

```lean
/-- Moving `m_i` through a whole word: `m_i A_L` is the sum of single contractions, each weighted
by the exchange factors of the labels passed, plus `(Π_l ε(i,L_l)) A_L m_i`. -/
theorem annihilator_mul_word (h : GradedRelations ε c p m) (i : ι) (L : List ι) :
    m i * word p m L =
      ∑ j : Fin L.length,
          (passFactor ε i (L.take j) * c i (L.get j)) • word p m (L.eraseIdx j)
        + passFactor ε i L • (word p m L * m i) := by
  induction L with
  | nil => simp [word, passFactor]
  | cons a L ih =>
    have hw : ∀ M, word p m (a :: M) = fieldOp p m a * word p m M := by
      intro M; simp [word]
    have hp : ∀ M, passFactor ε i (a :: M) = ε i a * passFactor ε i M := by
      intro M; simp [passFactor]
    have h0 : passFactor ε i [] = 1 := by simp [passFactor]
    -- contract with the first field, or pass it at the price of `ε i a`
    have h1 : m i * word p m (a :: L) =
        c i a • word p m L + ε i a • (fieldOp p m a * (m i * word p m L)) := by
      rw [hw, ← mul_assoc (m i), annihilator_mul_field h, add_mul, smul_mul_assoc,
        smul_mul_assoc, one_mul, mul_assoc]
    -- split off position zero from the sum
    have hs : ∀ f : Fin (a :: L).length → 𝒜, ∑ j, f j =
        f ⟨0, Nat.succ_pos _⟩ + ∑ j : Fin L.length, f ⟨j + 1, Nat.succ_lt_succ j.2⟩ :=
      fun f => Fin.sum_univ_succ (n := L.length) f
    rw [h1, ih, hs]
    simp [hw, hp, h0, mul_add, Finset.mul_sum, Finset.smul_sum, smul_smul, mul_assoc,
      add_assoc]
```

The sum runs over `Fin L.length`, the positions 0 to n−1, and `passFactor ε i L` is E_n. In the inductive step the longer list is `a :: L`, so Lean's `L` there is L′ above. The step `h1` is the first line of the induction, `ih` inserts the identity for the shorter list, and `hs` splits the target sum into position 0 and the positions j+1. The closing `simp` matches the terms, using `hw` for A_a A_(L′∖j) = A_(L∖(j+1)) and `hp` for ε(i,a) E′_j = E_(j+1).

## The recursion, odd words and four fields

```lean
/-- Wick recursion for arbitrary exchange factors:
`ω(A_i A_L) = Σ_j (Π_{l<j} ε(i,L_l)) c(i,L_j) ω(A_L with position j omitted)`. -/
theorem graded_wick_recursion (h : GradedRelations ε c p m) (hω : IsVacuum ω p m)
    (i : ι) (L : List ι) :
    ω (fieldOp p m i * word p m L) =
      ∑ j : Fin L.length,
        passFactor ε i (L.take j) * c i (L.get j) * ω (word p m (L.eraseIdx j)) := by
  -- the vacuum removes `p_i` on the left and the uncontracted `m_i` on the right
  rw [fieldOp, add_mul, map_add, hω.left, zero_add, annihilator_mul_word h, map_add,
    map_smul, hω.right, smul_zero, add_zero, map_sum]
  simp only [map_smul, smul_eq_mul]
```

Read in words: for any operators obeying the graded relations, any vacuum functional, any label i and any finite list L, the expectation of A_i A_L is the sum over positions of exchange factor times contraction times the expectation of the shortened word. The proof splits A_i, removes p_i A_L by `hω.left`, substitutes `annihilator_mul_word`, removes the last term by `hω.right`, and takes the scalars out of `ω` by linearity.

```lean
/-- The vacuum expectation value of a product of an odd number of fields is zero. -/
theorem odd_word_vanishes (h : GradedRelations ε c p m) (hω : IsVacuum ω p m)
    (k : ℕ) (L : List ι) (hL : L.length = 2 * k + 1) : ω (word p m L) = 0 := by
  induction k generalizing L with
  | zero =>
    cases L with
    | nil => simp at hL
    | cons i M =>
      have hw : word p m (i :: M) = fieldOp p m i * word p m M := by simp [word]
      rw [hw, graded_wick_recursion h hω]
      refine Finset.sum_eq_zero fun j _ => ?_
      have hj := j.2
      simp only [List.length_cons] at hL
      omega
  | succ k ih =>
    cases L with
    | nil => simp at hL
    | cons i M =>
      have hw : word p m (i :: M) = fieldOp p m i * word p m M := by simp [word]
      rw [hw, graded_wick_recursion h hω]
      refine Finset.sum_eq_zero fun j _ => ?_
      -- each contraction shortens the word by two
      have hl : (M.eraseIdx j).length = 2 * k + 1 := by
        rw [List.length_eraseIdx, if_pos j.2]
        simp only [List.length_cons] at hL
        omega
      rw [ih _ hl, mul_zero]
```

The induction is on k for lists of length 2k+1. For k = 0 the tail `M` is empty and no position exists to sum over. Otherwise `hl` shows that each shortened word again has odd length, smaller by two, so every term vanishes by `ih`.

```lean
/-- The four-point function in a normalised vacuum:
`ω(A_i A_j A_k A_l) = c_ij c_kl + ε_ij c_ik c_jl + ε_ij ε_ik c_il c_jk`. -/
theorem four_point (h : GradedRelations ε c p m) (hω : IsVacuum ω p m) (h1 : ω 1 = 1)
    (i j k l : ι) :
    ω (word p m [i, j, k, l]) =
      c i j * c k l + ε i j * c i k * c j l + ε i j * ε i k * c i l * c j k := by
  have hw : ∀ a M, word p m (a :: M) = fieldOp p m a * word p m M := by
    intro a M; simp [word]
  have two : ∀ a b, ω (word p m [a, b]) = c a b := by
    intro a b
    have h2 : ω (word p m [a, b]) = passFactor ε a [] * c a b * ω (word p m []) := by
      rw [hw a, graded_wick_recursion h hω]
      exact Fin.sum_univ_one _
    simpa [passFactor, word, h1] using h2
  have four : ω (word p m [i, j, k, l]) =
      passFactor ε i [] * c i j * ω (word p m [k, l])
        + passFactor ε i [j] * c i k * ω (word p m [j, l])
        + passFactor ε i [j, k] * c i l * ω (word p m [j, k]) := by
    rw [hw i, graded_wick_recursion h hω]
    exact Fin.sum_univ_three _
  rw [four, two, two, two]
  simp [passFactor]
```

Normalisation enters here as `h1 : ω 1 = 1`. The step `two` is the two-point function, and `four` is the recursion with its three positions written out. The labels may coincide, as in the qubit numbers above.

## Colour grading and mixed bosons and fermions

Suppose each label i has a colour g_i in an additive monoid G, and ε(i,j) = χ(g_i)(g_j), where each χ(a) is a character of G: χ(a)(0) = 1 and χ(a)(b + b′) = χ(a)(b) χ(a)(b′). The product E_j then collapses to one value,

E_j = χ(g_i)(g_(L_0) + … + g_(L_(j−1)))

```lean
/-- Colour grading: if label `i` has colour `g i` and `ε_ij = χ(g_i)(g_j)` with each `χ(a)` a
character, the weight of a contraction is `χ(g_i)` at the total colour of the labels passed. -/
theorem colour_wick_recursion {G : Type*} [AddMonoid G] (χ : G → AddChar G R) (g : ι → G)
    (h : GradedRelations (fun i j => χ (g i) (g j)) c p m) (hω : IsVacuum ω p m)
    (i : ι) (L : List ι) :
    ω (fieldOp p m i * word p m L) =
      ∑ j : Fin L.length,
        χ (g i) ((L.take j).map g).sum * c i (L.get j) * ω (word p m (L.eraseIdx j)) := by
  have hp : ∀ M : List ι,
      passFactor (fun i j => χ (g i) (g j)) i M = χ (g i) (M.map g).sum := by
    intro M
    induction M with
    | nil => simp [passFactor]
    | cons a M ih =>
      rw [List.map_cons, List.sum_cons, AddChar.map_add_eq_mul, ← ih]
      simp [passFactor]
  rw [graded_wick_recursion h hω]
  simp only [hp]
```

`AddChar G R` encodes the character property. It is required only in the second argument, and no symmetry of χ is assumed. The step `hp` proves the collapse by induction on the list of labels passed.

For a mixture of bosons and fermions each label is flagged by `fermion`, and the exchange factor is −1 exactly when both labels are fermionic.

```lean
/-- The exchange sign of mixed bosons and fermions: `-1` for two fermionic labels, else `+1`. -/
def superSign (R : Type*) [CommRing R] (fermion : ι → Bool) (i j : ι) : R :=
  if fermion i && fermion j then -1 else 1

/-- Mixed bosons and fermions: a contraction of a fermionic `A_i` carries `-1` to the number of
fermionic labels passed, and a contraction of a bosonic `A_i` carries no sign. -/
theorem mixed_wick_recursion (fermion : ι → Bool)
    (h : GradedRelations (superSign R fermion) c p m) (hω : IsVacuum ω p m)
    (i : ι) (L : List ι) :
    ω (fieldOp p m i * word p m L) =
      ∑ j : Fin L.length,
        (if fermion i then (-1) ^ (L.take j).countP fermion else 1) * c i (L.get j)
          * ω (word p m (L.eraseIdx j)) := by
  have hp : ∀ M : List ι, passFactor (superSign R fermion) i M =
      if fermion i then (-1) ^ M.countP fermion else 1 := by
    intro M
    induction M with
    | nil => simp [passFactor]
    | cons a M ih =>
      have hc : passFactor (superSign R fermion) i (a :: M) =
          superSign R fermion i a * passFactor (superSign R fermion) i M := by
        simp [passFactor]
      rw [hc, ih]
      cases hi : fermion i <;> cases ha : fermion a <;>
        simp [superSign, hi, ha, pow_succ]
  rw [graded_wick_recursion h hω]
  simp only [hp]
```

A bosonic A_i passes every field with factor +1. A fermionic A_i collects −1 from each fermionic field and +1 from each bosonic one, so E_j is −1 raised to `(L.take j).countP fermion`, the number of fermionic labels before position j. The induction in `hp` checks the four combinations of flags for i and the added label.

## Two qubits as explicit matrices

The qubits of the numerical example are realised by 4×4 integer matrices, with rows and columns 0 to 3 standing for 00, 01, 10, 11 and the first digit for qubit 0.

```lean
/-- The lowering operators of two qubits in the basis `00, 01, 10, 11`. -/
def lower : Fin 2 → Matrix (Fin 4) (Fin 4) ℤ :=
  ![!![0, 0, 1, 0; 0, 0, 0, 1; 0, 0, 0, 0; 0, 0, 0, 0],
    !![0, 1, 0, 0; 0, 0, 0, 0; 0, 0, 0, 1; 0, 0, 0, 0]]

/-- The raising operators of two qubits, the transposes of the lowering operators. -/
def raise (i : Fin 2) : Matrix (Fin 4) (Fin 4) ℤ := (lower i)ᵀ

/-- The expectation value in the basis state `00`. -/
def groundValue : Matrix (Fin 4) (Fin 4) ℤ →ₗ[ℤ] ℤ where
  toFun := fun M => M 0 0
  map_add' := fun _ _ => rfl
  map_smul' := fun _ _ => rfl
```

`lower 0` sends |10⟩ to |00⟩ and |11⟩ to |01⟩, and `lower 1` sends |01⟩ to |00⟩ and |11⟩ to |10⟩. `groundValue` reads off the entry (0,0), which is ⟨00|x|00⟩. The last theorem shows that these matrices satisfy `GradedRelations` and `IsVacuum` with ω(1) = 1 and m_0 m_1 ≠ 0. The statistics differs from `superSign`, where ε(0,0) = ε(1,1) = −1 would make both labels fermionic and give ε(0,1) = −1. The two relations are evaluated for all four pairs of labels by `decide +kernel`. The vacuum conditions hold because row 0 of each raising matrix and column 0 of each lowering matrix vanish, and m_0 m_1 has the entry 1 at (0,3), since it sends |11⟩ to |00⟩.

```lean
set_option maxHeartbeats 400000 in
/-- Two qubits obey the graded relations with `ε_ii = -1`, `ε_ij = +1` for `i ≠ j` and
`c_ij = δ_ij`; the state `00` is a normalised vacuum and `m_0 m_1 ≠ 0`. -/
theorem two_qubit_witness :
    GradedRelations (fun i j => if i = j then (-1 : ℤ) else 1)
        (fun i j => if i = j then (1 : ℤ) else 0) raise lower ∧
      IsVacuum groundValue raise lower ∧ groundValue 1 = 1 ∧ lower 0 * lower 1 ≠ 0 := by
  refine ⟨⟨?_, ?_⟩, ⟨?_, ?_⟩, ?_, ?_⟩
  · decide +kernel
  · decide +kernel
  · intro i x
    show (raise i * x) 0 0 = 0
    fin_cases i <;> simp [raise, lower, Matrix.mul_apply, Fin.sum_univ_four]
  · intro i x
    show (x * lower i) 0 0 = 0
    fin_cases i <;> simp [lower, Matrix.mul_apply, Fin.sum_univ_four]
  · show (1 : Matrix (Fin 4) (Fin 4) ℤ) 0 0 = 1
    simp
  · intro h
    have h03 := congrFun (congrFun h 0) 3
    simp [lower, Matrix.mul_apply, Fin.sum_univ_four] at h03

end GradedWick
```

```lean
#print axioms GradedWick.graded_wick_recursion
-- 'GradedWick.graded_wick_recursion' depends on axioms: [propext, Classical.choice, Quot.sound]
#print axioms GradedWick.odd_word_vanishes
-- 'GradedWick.odd_word_vanishes' depends on axioms: [propext, Classical.choice, Quot.sound]
#print axioms GradedWick.colour_wick_recursion
-- 'GradedWick.colour_wick_recursion' depends on axioms: [propext, Classical.choice, Quot.sound]
#print axioms GradedWick.mixed_wick_recursion
-- 'GradedWick.mixed_wick_recursion' depends on axioms: [propext, Classical.choice, Quot.sound]
```
